# A BAOAB step of the harmonic oscillator preserves a covariance with the exact position variance

Randomness enters here only through second moments. A covariance is represented by a real $2\times2$ matrix $S$, with neither symmetry nor positivity imposed, and one time step acts on it by
$$S\mapsto ASA^{\mathsf T}+bb^{\mathsf T}.$$
This is the covariance of $Ay+\xi b$ when the noise $\xi$ has unit variance and is independent of the current state $y$, because the cross terms then vanish. The rule is taken as a definition; no probability space or Gaussian density appears.

The system is one classical oscillator of unit mass and frequency $w\neq0$, with time step $h$ and temperature $T\ge0$ in energy units ($k_B=1$). The friction factor $c\in[0,1]$ is a free number, which in Langevin dynamics with friction rate $\gamma$ would be $e^{-\gamma h}$. Write $u=h^2w^2/4$. The update preserves
$$\mathrm{diag}\left(\frac{T}{w^2},\;T(1-u)\right),$$
whose position entry is the canonical value at any step size. If also $c<1$, $h\ne0$ and $(hw)^2\ne4$, no other matrix is preserved. For $T>0$ the preserved diagonal matrix is a true covariance only while $(hw)^2\le4$.

```lean
import Mathlib

open Matrix

namespace BAOABOscillator

noncomputable section
```

## From kicks and drifts to a linear update

The state is $y=(q,p)$, with `y 0` the position and `y 1` the momentum. The force $-w^2q$ acts for half a step: $p\mapsto p-\tfrac h2w^2q$.

```lean
/-- Half kick (B): the force `-w² q` acts on the momentum for a time `h/2`. -/
def kick (h w : ℝ) (y : Fin 2 → ℝ) : Fin 2 → ℝ :=
  ![y 0, y 1 - h / 2 * w ^ 2 * y 0]
```

The particle then moves freely for half a step: $q\mapsto q+\tfrac h2p$.

```lean
/-- Half drift (A): the unit-mass particle moves freely for a time `h/2`. -/
def drift (h : ℝ) (y : Fin 2 → ℝ) : Fin 2 → ℝ :=
  ![y 0 + h / 2 * y 1, y 1]
```

The thermostat damps the momentum and adds noise of amplitude $\sigma=\sqrt{T(1-c^2)}$. This amplitude encodes fluctuation–dissipation: a momentum variance $T$ becomes $c^2T+\sigma^2=T$.

```lean
/-- Thermostat noise amplitude `√(T(1 - c²))`, for `T ≥ 0` and `0 ≤ c ≤ 1`. -/
def noiseAmp (T c : ℝ) : ℝ := Real.sqrt (T * (1 - c ^ 2))
```

The thermostat map is therefore $p\mapsto cp+\sigma\xi$, with $q$ unchanged.

```lean
/-- Thermostat (O): the momentum is damped by `c` and receives the kick `noiseAmp T c * ξ`. -/
def thermostat (T c ξ : ℝ) (y : Fin 2 → ℝ) : Fin 2 → ℝ :=
  ![y 0, c * y 1 + noiseAmp T c * ξ]
```

BAOAB is the palindrome kick, drift, thermostat, drift, kick. In Lean the innermost map acts first.

```lean
/-- One BAOAB step of the oscillator. -/
def step (h w c T ξ : ℝ) (y : Fin 2 → ℝ) : Fin 2 → ℝ :=
  kick h w (drift h (thermostat T c ξ (drift h (kick h w y))))
```

After the first kick and drift,
$$p_1=p-\tfrac h2w^2q,\qquad q_1=(1-u)q+\tfrac h2p.$$
The thermostat gives $p_2=cp_1+\sigma\xi$, and the second drift gives
$$q'=q_1+\tfrac h2p_2=\bigl(1-(1+c)u\bigr)q+(1+c)\tfrac h2\,p+\tfrac h2\sigma\xi.$$
The last kick gives
$$p'=p_2-\tfrac h2w^2q'=-(1+c)\tfrac{hw^2}2(1-u)\,q+\bigl(c-(1+c)u\bigr)p+(1-u)\sigma\xi.$$
The coefficients of $q$ and $p$ form the matrix $A$.

```lean
/-- The matrix `A` multiplying the old position and momentum in one step. -/
def propagator (h w c : ℝ) : Matrix (Fin 2) (Fin 2) ℝ :=
  !![1 - (1 + c) * (h ^ 2 * w ^ 2 / 4), (1 + c) * (h / 2);
    -((1 + c) * (h * w ^ 2 / 2) * (1 - h ^ 2 * w ^ 2 / 4)),
    c - (1 + c) * (h ^ 2 * w ^ 2 / 4)]
```

The coefficients of $\sigma\xi$ form the direction $g=(h/2,\,1-u)$.

```lean
/-- The phase-space direction in which a thermostat kick appears at the end of a step. -/
def noiseDir (h w : ℝ) : Fin 2 → ℝ := ![h / 2, 1 - h ^ 2 * w ^ 2 / 4]
```

The noise vector is $b=\sigma g$.

```lean
/-- The noise vector `b` of one step. -/
def noise (h w c T : ℝ) : Fin 2 → ℝ := noiseAmp T c • noiseDir h w
```

With $A$ and $b$ known, the covariance rule is explicit. Its argument may be any real matrix, symmetric or not.

```lean
/-- The covariance update `S ↦ A S Aᵀ + b bᵀ` for unit-variance noise independent of
the current state. -/
def covStep (h w c T : ℝ) (S : Matrix (Fin 2) (Fin 2) ℝ) : Matrix (Fin 2) (Fin 2) ℝ :=
  propagator h w c * S * (propagator h w c)ᵀ + vecMulVec (noise h w c T) (noise h w c T)
```

The candidate for a preserved covariance is the diagonal matrix above.

```lean
/-- The matrix `diag(T/w², T(1 - h²w²/4))`, for `w ≠ 0`. -/
def stationaryCov (h w T : ℝ) : Matrix (Fin 2) (Fin 2) ℝ :=
  !![T / w ^ 2, 0; 0, T * (1 - h ^ 2 * w ^ 2 / 4)]
```

That the composed maps really equal $Ay+\xi b$ is a theorem. Its proof compares the two components, unfolds the maps with `simp` and finishes the algebra with `ring`.

```lean
/-- The composed kicks, drifts and thermostat are the linear update `A y + ξ b`. -/
theorem step_eq (h w c T ξ : ℝ) (y : Fin 2 → ℝ) :
    step h w c T ξ y = propagator h w c *ᵥ y + ξ • noise h w c T := by
  ext i
  fin_cases i <;>
    simp [step, kick, drift, thermostat, propagator, noise, noiseDir,
      dotProduct, Fin.sum_univ_two] <;> ring
```

## The fixed-point equation, entry by entry

Since $T\ge0$ and $0\le c\le1$, the number under the square root is nonnegative, so $\sigma^2=T(1-c^2)$ and
$$bb^{\mathsf T}=T(1-c^2)\,gg^{\mathsf T}.$$
The product `vecMulVec` is this outer product, and `linear_combination` multiplies the identity for $\sigma^2$ by $g_ig_j$.

```lean
/-- The noise covariance `b bᵀ` is proportional to `T(1 - c²)`. -/
theorem noise_covariance (h w c T : ℝ) (hT : 0 ≤ T) (hc0 : 0 ≤ c) (hc1 : c ≤ 1) :
    vecMulVec (noise h w c T) (noise h w c T) =
      (T * (1 - c ^ 2)) • vecMulVec (noiseDir h w) (noiseDir h w) := by
  have hσ : noiseAmp T c ^ 2 = T * (1 - c ^ 2) :=
    Real.sq_sqrt (mul_nonneg hT (by nlinarith))
  ext i j
  simp only [noise, vecMulVec_apply, Pi.smul_apply, smul_eq_mul, Matrix.smul_apply]
  linear_combination noiseDir h w i * noiseDir h w j * hσ
```

Now insert the diagonal candidate, using $h^2/4=u/w^2$. The $(0,0)$ entry of the updated matrix is
$$\frac T{w^2}\Bigl[(1-(1+c)u)^2+(1+c)^2u(1-u)+(1-c^2)u\Bigr].$$
The $u^2$ terms cancel, and the coefficient of $u$ is $(1+c)^2-2(1+c)+1-c^2=0$, which leaves $T/w^2$. Both off-diagonal entries are
$$T\tfrac h2(1-u)\Bigl[-(1+c)(1-(1+c)u)+(1+c)(c-(1+c)u)+1-c^2\Bigr]=0.$$
The $(1,1)$ entry is
$$T(1-u)\Bigl[(1+c)^2u(1-u)+(c-(1+c)u)^2+(1-c^2)(1-u)\Bigr].$$
Again the $u^2$ terms cancel; the coefficient of $u$ is $(1+c)^2-2c(1+c)-1+c^2=0$, and $T(1-u)$ remains. In Lean, `fin_cases` separates the four entries, `field_simp` clears $w^2$ and `ring` does the cancellations.

```lean
/-- The BAOAB covariance update preserves the matrix `diag(T/w², T(1 - h²w²/4))`. -/
theorem covStep_stationaryCov (h w c T : ℝ) (hw : w ≠ 0) (hT : 0 ≤ T)
    (hc0 : 0 ≤ c) (hc1 : c ≤ 1) :
    covStep h w c T (stationaryCov h w T) = stationaryCov h w T := by
  rw [covStep, noise_covariance h w c T hT hc0 hc1]
  ext i j
  -- expand the products before inserting the explicit entries
  simp only [Matrix.add_apply, Matrix.smul_apply, Matrix.mul_apply, Matrix.transpose_apply,
    Fin.sum_univ_two, vecMulVec_apply, smul_eq_mul]
  fin_cases i <;> fin_cases j <;>
    simp [propagator, noiseDir, stationaryCov] <;> field_simp <;> ring
```

## Why no second covariance is preserved

If two matrices are fixed, the noise term drops out of their difference $D$, so $D=ADA^{\mathsf T}$. The tool for this equation is the characteristic equation. With $t=\operatorname{tr}A$ and $d=\det A$,
$$A^2=tA-d\,I,$$
which is checked entrywise for every real $2\times2$ matrix.

```lean
/-- A two-by-two matrix satisfies its characteristic equation. -/
theorem sq_eq_trace_det (M : Matrix (Fin 2) (Fin 2) ℝ) :
    M * M = M.trace • M - M.det • (1 : Matrix (Fin 2) (Fin 2) ℝ) := by
  ext i j
  fin_cases i <;> fin_cases j <;>
    simp [Matrix.mul_apply, Fin.sum_univ_two, Matrix.trace_fin_two, Matrix.det_fin_two] <;>
    ring
```

The transpose has the same trace and determinant. Multiplying $D=ADA^{\mathsf T}$ by $A$ on the left, or by $A^{\mathsf T}$ on the right, gives
$$AD=tD-d\,DA^{\mathsf T},\qquad DA^{\mathsf T}=tD-d\,AD.$$
These are `h1` and `h2`. Subtraction yields $(1-d)(AD-DA^{\mathsf T})=0$, so $AD=DA^{\mathsf T}$ when $d\neq1$. The first relation becomes $tD=(1+d)AD$. Also $A(AD)=ADA^{\mathsf T}=D$, so another multiplication by $A$ gives $tAD=(1+d)D$. Together,
$$\bigl((1+d)^2-t^2\bigr)D=0,$$
and $D=0$ when the scalar factor is nonzero.

```lean
/-- If `det A ≠ 1` and `(1 + det A)² ≠ (tr A)²`, the noise-free update `D ↦ A D Aᵀ`
fixes only the zero matrix. -/
theorem eq_zero_of_fixed (A D : Matrix (Fin 2) (Fin 2) ℝ) (hD : D = A * D * Aᵀ)
    (hd : A.det ≠ 1) (ht : (1 + A.det) ^ 2 - A.trace ^ 2 ≠ 0) : D = 0 := by
  have hA := sq_eq_trace_det A
  have hB := sq_eq_trace_det Aᵀ
  rw [Matrix.trace_transpose, Matrix.det_transpose] at hB
  have h1 : A * D = A.trace • D - A.det • (D * Aᵀ) := by
    calc A * D = A * (A * D * Aᵀ) := by rw [← hD]
      _ = (A * A) * D * Aᵀ := by simp only [mul_assoc]
      _ = A.trace • (A * D * Aᵀ) - A.det • (D * Aᵀ) := by
        rw [hA]; simp only [sub_mul, smul_mul_assoc, one_mul]
      _ = A.trace • D - A.det • (D * Aᵀ) := by rw [← hD]
  have h2 : D * Aᵀ = A.trace • D - A.det • (A * D) := by
    calc D * Aᵀ = (A * D * Aᵀ) * Aᵀ := by rw [← hD]
      _ = A * D * (Aᵀ * Aᵀ) := by simp only [mul_assoc]
      _ = A.trace • (A * D * Aᵀ) - A.det • (A * D) := by
        rw [hB]; simp only [mul_sub, mul_smul_comm, mul_one]
      _ = A.trace • D - A.det • (A * D) := by rw [← hD]
  -- the two relations force `A D = D Aᵀ`
  have h3 : (1 - A.det) • (A * D - D * Aᵀ) = 0 := by
    linear_combination (norm := module) h1 - h2
  have h4 : A * D = D * Aᵀ :=
    sub_eq_zero.mp ((smul_eq_zero.mp h3).resolve_left (sub_ne_zero.mpr (Ne.symm hd)))
  rw [← h4] at h1
  have h5 : A.trace • D = (1 + A.det) • (A * D) := by
    linear_combination (norm := module) (-1 : ℝ) • h1
  have h6 : A * (A * D) = D := by
    rw [h4, ← mul_assoc]
    exact hD.symm
  have h7 : A.trace • (A * D) = (1 + A.det) • D := by
    have h := congrArg (fun X => A * X) h5
    simpa only [mul_smul_comm, h6] using h
  have h8 : ((1 + A.det) ^ 2 - A.trace ^ 2) • D = 0 := by
    linear_combination (norm := module) (-(1 + A.det)) • h7 - A.trace • h5
  exact (smul_eq_zero.mp h8).resolve_left ht
```

For BAOAB,
$$d=(1-(1+c)u)(c-(1+c)u)+(1+c)^2u(1-u)=c,\qquad t=(1+c)(1-2u),$$
and hence
$$(1+d)^2-t^2=\frac{(1+c)^2(hw)^2\bigl(4-(hw)^2\bigr)}4.$$
This is nonzero for $h\neq0$ and $(hw)^2\neq4$, while $c<1$ gives $d\ne1$. The proof applies the preceding lemma to $S$ minus the known fixed matrix; the converse direction is the fixed-point theorem. The statement concerns preserved matrices, not whether or how fast a simulation approaches them.

```lean
/-- With friction, a nonzero time step and `(hw)² ≠ 4`, a matrix is preserved by the BAOAB
covariance update exactly when it is `diag(T/w², T(1 - h²w²/4))`. -/
theorem covStep_fixed_iff (h w c T : ℝ) (hw : w ≠ 0) (hT : 0 ≤ T) (hc0 : 0 ≤ c)
    (hc1 : c < 1) (hh : h ≠ 0) (hres : (h * w) ^ 2 ≠ 4) (S : Matrix (Fin 2) (Fin 2) ℝ) :
    covStep h w c T S = S ↔ S = stationaryCov h w T := by
  have h0 := covStep_stationaryCov h w c T hw hT hc0 hc1.le
  constructor
  · intro hS
    have hdet : (propagator h w c).det = c := by
      simp [propagator, Matrix.det_fin_two]; ring
    have htr : (propagator h w c).trace = (1 + c) * (1 - h ^ 2 * w ^ 2 / 2) := by
      simp [propagator, Matrix.trace_fin_two]; ring
    unfold covStep at hS h0
    refine sub_eq_zero.mp (eq_zero_of_fixed (propagator h w c) _ ?_ ?_ ?_)
    · rw [mul_sub, sub_mul]
      linear_combination (norm := module) h0 - hS
    · rw [hdet]; exact hc1.ne
    · rw [hdet, htr]
      have e : (1 + c) ^ 2 - ((1 + c) * (1 - h ^ 2 * w ^ 2 / 2)) ^ 2 =
          (1 + c) ^ 2 * (h * w) ^ 2 * (4 - (h * w) ^ 2) / 4 := by ring
      have hc : 1 + c ≠ 0 := by linarith
      rw [e]
      exact div_ne_zero (mul_ne_zero (mul_ne_zero (pow_ne_zero 2 hc)
        (pow_ne_zero 2 (mul_ne_zero hh hw))) (sub_ne_zero.mpr (Ne.symm hres))) (by norm_num)
  · rintro rfl
    exact h0
```

## The stability limit and the frictionless case

A fixed matrix describes a nondegenerate spread only if its quadratic form is positive:
$$x^{\mathsf T}Sx=\frac T{w^2}x_0^2+T(1-u)x_1^2.$$
For $T>0$ the vector $x=(0,1)$ forces $u<1$, that is $(hw)^2<4$. Conversely, both coefficients are then positive, and a nonzero $x$ has a nonzero component; the proof splits on whether $x_0$ vanishes. The bound $(hw)^2<4$ is also the stability limit of velocity Verlet, to which the step reduces at $c=1$. Beyond this limit the momentum entry is negative, so the fixed matrix is no covariance at all.

Within the limit, and for this single harmonic mode, a simulation in a state with zero mean and the preserved covariance has the exact position variance, while the momenta recorded at the end of each step show the kinetic temperature $(1-u)T$ instead of $T$.

```lean
/-- For `T > 0`, the preserved matrix is positive definite exactly when `(hw)² < 4`. -/
theorem stationaryCov_pos_iff (h w T : ℝ) (hw : w ≠ 0) (hT : 0 < T) :
    (∀ x : Fin 2 → ℝ, x ≠ 0 → 0 < x ⬝ᵥ stationaryCov h w T *ᵥ x) ↔ (h * w) ^ 2 < 4 := by
  have hq : ∀ x : Fin 2 → ℝ, x ⬝ᵥ stationaryCov h w T *ᵥ x =
      T / w ^ 2 * x 0 ^ 2 + T * (1 - h ^ 2 * w ^ 2 / 4) * x 1 ^ 2 := by
    intro x
    simp [stationaryCov, Matrix.mulVec, dotProduct, Fin.sum_univ_two]
    ring
  constructor
  · intro H
    -- test the quadratic form on the momentum direction
    have hx : (![0, 1] : Fin 2 → ℝ) ≠ 0 := fun e => by
      have e1 := congrFun e 1
      simp at e1
    have h1 := H _ hx
    rw [hq] at h1
    have h2 : 0 < T * (1 - h ^ 2 * w ^ 2 / 4) := by simpa using h1
    have h3 := pos_of_mul_pos_right h2 hT.le
    nlinarith
  · intro H x hx
    have ha : 0 < T / w ^ 2 := by positivity
    have hb : 0 < T * (1 - h ^ 2 * w ^ 2 / 4) := mul_pos hT (by nlinarith)
    rw [hq]
    by_cases h0 : x 0 = 0
    · have h1 : x 1 ≠ 0 := fun h1 => hx (funext (Fin.forall_fin_two.mpr ⟨h0, h1⟩))
      have e0 := mul_nonneg ha.le (sq_nonneg (x 0))
      have e1 := mul_pos hb (pow_pos (abs_pos.mpr h1) 2)
      rw [sq_abs] at e1
      linarith
    · have e0 := mul_pos ha (pow_pos (abs_pos.mpr h0) 2)
      have e1 := mul_nonneg hb.le (sq_nonneg (x 1))
      rw [sq_abs] at e0
      linarith
```

At $c=1$ the noise amplitude is zero whatever the temperature. The update for $T$ is then the same as the update for $T'$, which preserves the diagonal matrix belonging to $T'$. Without friction, nothing in the dynamics selects a temperature.

```lean
/-- Without friction (`c = 1`), the update with thermostat temperature `T` preserves the matrix
`diag(T'/w², T'(1 - h²w²/4))` for every `T' ≥ 0`, if `w ≠ 0`. -/
theorem frictionless_not_unique (h w T T' : ℝ) (hw : w ≠ 0) (hT' : 0 ≤ T') :
    covStep h w 1 T (stationaryCov h w T') = stationaryCov h w T' := by
  have hn : ∀ t : ℝ, noiseAmp t 1 = 0 := fun t => by simp [noiseAmp]
  have h0 := covStep_stationaryCov h w 1 T' hw hT' zero_le_one le_rfl
  simpa only [covStep, noise, hn] using h0

end

end BAOABOscillator
```

```lean
#print axioms BAOABOscillator.step_eq
#print axioms BAOABOscillator.covStep_fixed_iff
#print axioms BAOABOscillator.stationaryCov_pos_iff
#print axioms BAOABOscillator.frictionless_not_unique
```

```
'BAOABOscillator.step_eq' depends on axioms: [propext, Classical.choice, Quot.sound]
'BAOABOscillator.covStep_fixed_iff' depends on axioms: [propext, Classical.choice, Quot.sound]
'BAOABOscillator.stationaryCov_pos_iff' depends on axioms: [propext, Classical.choice, Quot.sound]
'BAOABOscillator.frictionless_not_unique' depends on axioms: [propext, Classical.choice, Quot.sound]
```

## Zero time step, and the order ABOBA

At $h=0$ the preserved matrix is the canonical $\mathrm{diag}(T/w^2,T)$. The position never moves, however, so any other position variance is preserved as well, which is why uniqueness needs $h\neq0$.

The same entrywise calculation can be carried out for the order drift, kick, thermostat, kick, drift. For $u\neq1$ it gives a fixed matrix $\mathrm{diag}(T/w^2,\,T/(1-u))$: the position variance is again exact, but the momentum variance is now too large when $T>0$ and $0<u<1$. This companion formula is only stated here: its calculation is not written out, and it has no theorem in the code above.
